# An orthogonally equivariant matrix function of one vector is $a(|x|)\,I + b(|x|)\,xx^T$

Put two atoms in a plane, separated by $x=(r,0)$ with $r>0$, and let $F(x)$ be a $2\times2$ tensor that turns and reflects with the pair. The mirror $M=\mathrm{diag}(1,-1)$ leaves $x$ alone, so $F(x)=MF(x)M^T$, which forces the off-diagonal elements to vanish. With $F(x)=\mathrm{diag}(p,q)$ we get $F(x)=q\,I+\frac{p-q}{r^2}\,xx^T$. The same mirrors settle any finite dimension.

## The tensor depends on one separation vector

A physical example in three dimensions is the static dipole polarisability of two closed-shell atoms, taken at zero field and with no third neighbour. A fixed bias field would supply a second vector, and dyads built from it could then appear.

Vectors are functions `n → ℝ` on a finite index type, tensors are real matrices, and `len x` is $|x|=\sqrt{x\cdot x}$. The dyad $xx^T$ is `vecMulVec x x`. No continuity, symmetry of the matrix or behaviour with distance is assumed.

In Lean 4 with Mathlib:

```lean
import Mathlib

open Matrix

namespace PairPolarisability

noncomputable section

variable {n : Type*} [Fintype n]

/-- The Euclidean length of a separation vector. -/
def len (x : n → ℝ) : ℝ := √(x ⬝ᵥ x)

/-- The dyad `u uᵀ` sends `v` to `(u · v) u`. -/
theorem dyad_mulVec (u v : n → ℝ) : vecMulVec u u *ᵥ v = (u ⬝ᵥ v) • u := by
  ext i
  simp only [mulVec, dotProduct, vecMulVec_apply, Pi.smul_apply, smul_eq_mul, Finset.sum_mul]
  exact Finset.sum_congr rfl fun j _ => by ring
```

## Reflections count as well as rotations

`IsEquivariant F` says $F(Rx)=RF(x)R^T$ whenever $RR^T=1$. With proper rotations alone the result fails in three dimensions: the antisymmetric matrix $v\mapsto x\times v$ satisfies the rotation law, but inversion excludes it.

```lean
variable [DecidableEq n]

/-- A tensor function of a vector is equivariant if rotating or reflecting the vector
rotates or reflects the tensor along with it. -/
def IsEquivariant (F : (n → ℝ) → Matrix n n ℝ) : Prop :=
  ∀ R : Matrix n n ℝ, R * Rᵀ = 1 → ∀ x, F (R *ᵥ x) = R * F x * Rᵀ
```

The derivation uses this hypothesis through mirrors and the inversion $R=-1$. For $u\neq0$,
$$M_u=1-\frac{2}{u\cdot u}uu^T,\qquad M_uv=v-\frac{2(u\cdot v)}{u\cdot u}u.$$
Since $(uu^T)^2=(u\cdot u)\,uu^T$, the symmetric matrix $M_u$ squares to $1$ and is orthogonal.

```lean
/-- The mirror reflection that reverses the direction `u` (the identity if `u = 0`). -/
def mirror (u : n → ℝ) : Matrix n n ℝ := 1 - (2 / (u ⬝ᵥ u)) • vecMulVec u u

/-- A mirror acts on `v` by subtracting twice its component along `u`. -/
theorem mirror_mulVec (u v : n → ℝ) :
    mirror u *ᵥ v = v - (2 / (u ⬝ᵥ u) * (u ⬝ᵥ v)) • u := by
  rw [mirror, sub_mulVec, one_mulVec, smul_mulVec, dyad_mulVec, smul_smul]

/-- Mirrors are orthogonal matrices. -/
theorem mirror_orthogonal (u : n → ℝ) : mirror u * (mirror u)ᵀ = 1 := by
  have hT : (mirror u)ᵀ = mirror u := by
    rw [mirror, transpose_sub, transpose_one, transpose_smul, transpose_vecMulVec]
  rw [hT]
  by_cases h : u ⬝ᵥ u = 0
  · simp [mirror, h]
  have hP : vecMulVec u u * vecMulVec u u = (u ⬝ᵥ u) • vecMulVec u u := by
    ext i j
    simp only [Matrix.mul_apply, vecMulVec_apply, Matrix.smul_apply, smul_eq_mul, dotProduct,
      Finset.sum_mul]
    exact Finset.sum_congr rfl fun k _ => by ring
  have key : ∀ (c s : ℝ) (P : Matrix n n ℝ), P * P = s • P → c * s = 2 →
      (1 - c • P) * (1 - c • P) = 1 := by
    intro c s P hPP hc
    have e : (1 - c • P) * (1 - c • P) = 1 - (2 * c) • P + (c * c) • (P * P) := by
      simp only [sub_mul, mul_sub, one_mul, mul_one, smul_mul_assoc, mul_smul_comm]
      module
    rw [e, hPP, smul_smul, show c * c * s = 2 * c by linear_combination c * hc]
    exact sub_add_cancel _ _
  exact key _ _ _ hP (by field_simp)
```

## Equal lengths allow one orientation to be carried to another

If $|x|=|y|$ and $x\ne y$, take $u=x-y$. Then $u\cdot u=2\,u\cdot x$, so $M_ux=x-u=y$. Without equal lengths no orthogonal matrix does this, which is why $a$ and $b$ at different distances are unrelated.

```lean
/-- Any two vectors of equal length are related by an orthogonal matrix. -/
theorem exists_orthogonal_map {x y : n → ℝ} (h : len x = len y) :
    ∃ R : Matrix n n ℝ, R * Rᵀ = 1 ∧ R *ᵥ x = y := by
  by_cases hxy : x = y
  · exact ⟨1, by simp, by simp [hxy]⟩
  have hs : x ⬝ᵥ x = y ⬝ᵥ y :=
    (Real.sqrt_inj (Finset.sum_nonneg fun i _ => mul_self_nonneg (x i))
      (Finset.sum_nonneg fun i _ => mul_self_nonneg (y i))).mp h
  have hne : (x - y) ⬝ᵥ (x - y) ≠ 0 := fun h0 =>
    hxy (sub_eq_zero.mp (dotProduct_self_eq_zero.mp h0))
  -- the mirror along `x - y` exchanges the two vectors
  have h2 : 2 * ((x - y) ⬝ᵥ x) = (x - y) ⬝ᵥ (x - y) := by
    simp only [sub_dotProduct, dotProduct_sub]
    linear_combination hs - dotProduct_comm y x
  refine ⟨mirror (x - y), mirror_orthogonal _, ?_⟩
  rw [mirror_mulVec, div_mul_eq_mul_div, h2, div_self hne, one_smul, sub_sub_cancel]
```

Under such a map the form is preserved, because $R\,xx^TR^T=(Rx)(Rx)^T$:

```lean
/-- Conjugating `a I + b x xᵀ` by an orthogonal `R` replaces `x` by `R x`. -/
theorem conj_form {R : Matrix n n ℝ} (hR : R * Rᵀ = 1) (a b : ℝ) (x : n → ℝ) :
    R * (a • (1 : Matrix n n ℝ) + b • vecMulVec x x) * Rᵀ
      = a • (1 : Matrix n n ℝ) + b • vecMulVec (R *ᵥ x) (R *ᵥ x) := by
  have hd : R * vecMulVec x x * Rᵀ = vecMulVec (R *ᵥ x) (R *ᵥ x) := by
    rw [mul_vecMulVec, vecMulVec_mul, vecMul_transpose]
  simp only [mul_add, add_mul, mul_smul_comm, smul_mul_assoc, mul_one, hR, hd]
```

## Directions along or perpendicular to the separation are principal axes

`principal_axis` assumes $u\cdot x=0$ or $u=x$. Then $M_ux$ is $x$ or $-x$, and inversion gives $F(-x)=F(x)$. Either way $M_uF(x)M_u^T=F(x)$, so the two matrices commute and $M_uF(x)u=-F(x)u$. Writing out the mirror gives
$$F(x)u=\frac{u\cdot F(x)u}{u\cdot u}\,u.$$
An oblique $u$ is generally not an eigenvector. In the proof, `hM`, `hcomm` and `e` are these three stages.

```lean
/-- For an equivariant tensor function, `F x` maps `x`, and each vector perpendicular to `x`,
to a multiple of itself. -/
theorem principal_axis {F : (n → ℝ) → Matrix n n ℝ} (hF : IsEquivariant F) {x u : n → ℝ}
    (hu : u ⬝ᵥ x = 0 ∨ u = x) : ∃ c : ℝ, F x *ᵥ u = c • u := by
  by_cases h0 : u = 0
  · exact ⟨0, by simp [h0]⟩
  have hs : u ⬝ᵥ u ≠ 0 := fun h => h0 (dotProduct_self_eq_zero.mp h)
  have hflip : mirror u *ᵥ u = -u := by
    rw [mirror_mulVec, show 2 / (u ⬝ᵥ u) * (u ⬝ᵥ u) = 2 by field_simp]
    module
  -- the mirror along `u` leaves the tensor at `x` unchanged
  have hM : mirror u * F x * (mirror u)ᵀ = F x := by
    rw [← hF _ (mirror_orthogonal u) x]
    rcases hu with hu | hu
    · rw [mirror_mulVec, hu, mul_zero, zero_smul, sub_zero]
    · have hinv := hF (-1) (by simp) x
      rw [← hu, hflip, hu]
      simpa [neg_mulVec] using hinv
  have hcomm : mirror u * F x = F x * mirror u := by
    have hT : (mirror u)ᵀ * mirror u = 1 := mul_eq_one_comm.mp (mirror_orthogonal u)
    calc mirror u * F x = mirror u * F x * ((mirror u)ᵀ * mirror u) := by rw [hT, mul_one]
      _ = mirror u * F x * (mirror u)ᵀ * mirror u := by rw [← mul_assoc]
      _ = F x * mirror u := by rw [hM]
  have e : mirror u *ᵥ (F x *ᵥ u) = -(F x *ᵥ u) := by
    rw [mulVec_mulVec, hcomm, ← mulVec_mulVec, hflip, mulVec_neg]
  rw [mirror_mulVec] at e
  refine ⟨2 / (u ⬝ᵥ u) * (u ⬝ᵥ (F x *ᵥ u)) / 2, ?_⟩
  ext i
  have ei := congrFun e i
  simp only [Pi.sub_apply, Pi.smul_apply, Pi.neg_apply, smul_eq_mul] at ei ⊢
  linear_combination ei / 2
```

Next, the perpendicular eigenvalues agree. Let $w\ne0$ and $u$ be perpendicular to $x$, with eigenvalues $a$ and $a'$, and let $u+w$ have eigenvalue $c'$. Then $(a'-c')u=(c'-a)w$. Either $a'=c'=a$, or $u$ is a multiple of $w$ and shares its eigenvalue.

Let $c$ be the eigenvalue along $x\neq0$, and split $v=tx+(v-tx)$ with $t=x\cdot v/x\cdot x$. Then
$$F(x)v=ctx+a(v-tx)=av+\frac{c-a}{x\cdot x}(x\cdot v)\,x.$$
If $x=0$, every vector is perpendicular to it and $F(0)=aI$. In one dimension no such $w$ exists for $x\neq0$, and the proof takes $a=0$.

```lean
/-- At each single vector `x`, an equivariant tensor is a combination of `I` and `x xᵀ`. -/
theorem form_at_point {F : (n → ℝ) → Matrix n n ℝ} (hF : IsEquivariant F) (x : n → ℝ) :
    ∃ a b : ℝ, F x = a • (1 : Matrix n n ℝ) + b • vecMulVec x x := by
  -- all directions perpendicular to `x` share one eigenvalue
  have hperp : ∃ a : ℝ, ∀ u, u ⬝ᵥ x = 0 → F x *ᵥ u = a • u := by
    by_cases h : ∃ w : n → ℝ, w ≠ 0 ∧ w ⬝ᵥ x = 0
    · obtain ⟨w, hw, hwx⟩ := h
      obtain ⟨a, ha⟩ := principal_axis hF (Or.inl hwx)
      refine ⟨a, fun u hux => ?_⟩
      obtain ⟨a', ha'⟩ := principal_axis hF (Or.inl hux)
      obtain ⟨c, hc⟩ := principal_axis hF (x := x) (u := u + w)
        (Or.inl (by rw [add_dotProduct, hux, hwx, add_zero]))
      rw [mulVec_add, ha', ha] at hc
      have huw : (a' - c) • u = (c - a) • w := by
        linear_combination (norm := module) hc
      by_cases h' : a' - c = 0
      · rw [h', zero_smul] at huw
        have h3 : c - a = 0 := (smul_eq_zero.mp huw.symm).resolve_right hw
        rw [ha', show a' = a by linarith]
      · have h4 : u = ((a' - c)⁻¹ * (c - a)) • w := by
          rw [mul_smul, ← huw, smul_smul, inv_mul_cancel₀ h', one_smul]
        rw [h4, mulVec_smul, ha]
        exact smul_comm _ _ _
    · refine ⟨0, fun u hux => ?_⟩
      have hu0 : u = 0 := by
        by_contra hne
        exact h ⟨u, hne, hux⟩
      simp [hu0]
  obtain ⟨a, ha⟩ := hperp
  obtain ⟨c, hc⟩ := principal_axis hF (x := x) (Or.inr rfl)
  refine ⟨a, (c - a) / (x ⬝ᵥ x), Matrix.toLin'.injective (LinearMap.ext fun v => ?_)⟩
  rw [toLin'_apply, toLin'_apply, add_mulVec, smul_mulVec, one_mulVec, smul_mulVec, dyad_mulVec]
  by_cases hx : x = 0
  · rw [ha v (by simp [hx])]
    simp [hx]
  have hs : x ⬝ᵥ x ≠ 0 := fun h => hx (dotProduct_self_eq_zero.mp h)
  -- split `v` into parts along and perpendicular to `x`
  obtain ⟨t, ht⟩ : ∃ t : ℝ, t * (x ⬝ᵥ x) = x ⬝ᵥ v := ⟨(x ⬝ᵥ v) / (x ⬝ᵥ x), by field_simp⟩
  have hp := ha (v - t • x) (by
    rw [sub_dotProduct, smul_dotProduct, smul_eq_mul, ht, dotProduct_comm v x, sub_self])
  rw [mulVec_sub, mulVec_smul, hc] at hp
  rw [smul_smul, show (c - a) / (x ⬝ᵥ x) * (x ⬝ᵥ v) = (c - a) * t by rw [← ht]; field_simp]
  linear_combination (norm := module) hp
```

A tempting slip is to read $a(|x|)$ and $b(|x|)$ straight off this pointwise result. Its coefficients may depend on $x$, and in one dimension they are not unique, so separate choices at $x$ and $-x$ can differ. `equivariant_iff` therefore fixes one $y$ on each sphere and carries its coefficients to every $x=Ry$. Conversely, $|Rx|=|x|$ and `conj_form` show that every such form is equivariant.

```lean
/-- A tensor function of a vector is equivariant under all orthogonal matrices exactly when it is
`a(|x|) I + b(|x|) x xᵀ` for real functions `a` and `b` of the length. -/
theorem equivariant_iff (F : (n → ℝ) → Matrix n n ℝ) :
    IsEquivariant F ↔ ∃ a b : ℝ → ℝ, ∀ x,
      F x = a (len x) • (1 : Matrix n n ℝ) + b (len x) • vecMulVec x x := by
  constructor
  · intro hF
    -- on each sphere, one pair of coefficients serves all directions
    have hr : ∀ r : ℝ, ∃ a b : ℝ, ∀ x, len x = r →
        F x = a • (1 : Matrix n n ℝ) + b • vecMulVec x x := by
      intro r
      by_cases h : ∃ y : n → ℝ, len y = r
      · obtain ⟨y, hy⟩ := h
        obtain ⟨a, b, hab⟩ := form_at_point hF y
        refine ⟨a, b, fun x hx => ?_⟩
        obtain ⟨R, hR, hRy⟩ := exists_orthogonal_map (hy.trans hx.symm)
        rw [← hRy, hF R hR, hab, conj_form hR]
      · exact ⟨0, 0, fun x hx => (h ⟨x, hx⟩).elim⟩
    choose a b h using hr
    exact ⟨a, b, fun x => h _ x rfl⟩
  · rintro ⟨a, b, h⟩ R hR x
    have hl : len (R *ᵥ x) = len x := by
      rw [len, len, dotProduct_mulVec, ← mulVec_transpose, mulVec_mulVec,
        mul_eq_one_comm.mp hR, one_mulVec]
    rw [h (R *ᵥ x), h x, hl, conj_form hR]
```

## Zero trace leaves only the anisotropy

A traceless tensor has no orientation-averaged part. In three dimensions the trace condition reads $3a+b|x|^2=0$, which is `ht` in the proof, so $a=-b|x|^2/3$. Without it, $a$ remains free.

```lean
/-- In three dimensions a traceless equivariant tensor is `b(|x|) (x xᵀ - |x|² I / 3)`. -/
theorem traceless_form {F : (Fin 3 → ℝ) → Matrix (Fin 3) (Fin 3) ℝ} (hF : IsEquivariant F)
    (htr : ∀ x, (F x).trace = 0) :
    ∃ b : ℝ → ℝ, ∀ x, F x = b (len x) •
      (vecMulVec x x - (len x ^ 2 / 3) • (1 : Matrix (Fin 3) (Fin 3) ℝ)) := by
  obtain ⟨a, b, h⟩ := (equivariant_iff F).mp hF
  refine ⟨b, fun x => ?_⟩
  have hl : len x ^ 2 = x 0 * x 0 + x 1 * x 1 + x 2 * x 2 := by
    have hnn : 0 ≤ x ⬝ᵥ x := Finset.sum_nonneg fun i _ => mul_self_nonneg (x i)
    rw [len, Real.sq_sqrt hnn]
    simp only [dotProduct, Fin.sum_univ_three]
  have ht := htr x
  rw [h x] at ht
  simp only [Matrix.trace, Matrix.diag_apply, Fin.sum_univ_three, Matrix.add_apply,
    Matrix.smul_apply, Matrix.one_apply_eq, vecMulVec_apply, smul_eq_mul] at ht
  have ha : a (len x) = -(b (len x) * (len x ^ 2 / 3)) := by
    linear_combination ht / 3 + b (len x) / 3 * hl
  rw [h x, ha]
  module
```

## One bond direction, known at every distance, is enough

Let $F$ and $G$ be equivariant and agree at $re$ for a unit vector $e$ and all $r\ge0$. Any $x$ is $R(|x|e)$ for some orthogonal $R$, so $F(x)=RF(|x|e)R^T=G(x)$. If one distance is omitted, the functions may differ on that whole sphere, because continuity is not assumed.

For an equivariant polarisability model that depends on a single pair vector, values tabulated along one bond direction therefore determine the tensor for every orientation at the tabulated distances.

```lean
/-- Two equivariant tensor functions that agree at all distances along one direction `e`
agree everywhere. -/
theorem eq_of_one_orientation {F G : (n → ℝ) → Matrix n n ℝ} (hF : IsEquivariant F)
    (hG : IsEquivariant G) {e : n → ℝ} (he : len e = 1)
    (h : ∀ r : ℝ, 0 ≤ r → F (r • e) = G (r • e)) : F = G := by
  have he' : e ⬝ᵥ e = 1 := Real.sqrt_eq_one.mp he
  have hl : ∀ r : ℝ, 0 ≤ r → len (r • e) = r := fun r hr => by
    rw [len, smul_dotProduct, dotProduct_smul, he', smul_eq_mul, smul_eq_mul, mul_one,
      Real.sqrt_mul_self hr]
  funext x
  have hx : 0 ≤ len x := Real.sqrt_nonneg _
  -- turn the reference direction into the direction of `x`
  obtain ⟨R, hR, hRx⟩ := exists_orthogonal_map (hl (len x) hx)
  rw [← hRx, hF R hR, hG R hR, h _ hx]

end

end PairPolarisability
```

```lean
#print axioms PairPolarisability.equivariant_iff
#print axioms PairPolarisability.traceless_form
#print axioms PairPolarisability.eq_of_one_orientation
```

```
'PairPolarisability.equivariant_iff' depends on axioms: [propext, Classical.choice, Quot.sound]
'PairPolarisability.traceless_form' depends on axioms: [propext, Classical.choice, Quot.sound]
'PairPolarisability.eq_of_one_orientation' depends on axioms: [propext, Classical.choice, Quot.sound]
```
